# For an operator commuting with $L^2$, the cross term of two finite partial-wave sums stops at the smaller cutoff

In the projector augmented-wave (PAW) method, the wavefunction near an atom is corrected by a partial-wave expansion that ends at some angular momentum $l_{\max}$. Let $d=\sum_{l\le l_{\max}}d_l$ be the difference between the all-electron and smooth expansions, and let $r=\sum_{l\le M}r_l$ be the residual, the part of the smooth wavefunction that its own expansion misses. The usual PAW formula takes a matrix element of an operator $A$ as its value for the smooth wavefunctions plus the difference between its values for the all-electron and smooth expansions. It leaves out cross terms such as $\langle d,Ar\rangle$. If $A$ commutes with the squared angular momentum $L^2$ about the atom,

$$\langle d,Ar\rangle=\sum_{l\le\min(l_{\max},M)}\langle d_l,Ar_l\rangle .$$

Residual components above $l_{\max}$ contribute nothing. Those at or below it, left by an incomplete radial basis, can still contribute.

## Each component has a definite angular momentum

The states live in a complex inner-product space `E`, whose inner product is conjugate-linear in the first argument. The linear map `L2` stands for $L^2$ in units of $\hbar^2$, not for the function space of that name.

```lean
import Mathlib

open Finset

namespace PAWChannelTruncation

noncomputable section

variable {E : Type*} [NormedAddCommGroup E] [InnerProductSpace ℂ E]

/-- The vector `v` lies in the angular-momentum channel `l`: `L2 v = l (l + 1) v`.
The zero vector is included. -/
def IsChannel (L2 : E →ₗ[ℂ] E) (l : ℕ) (v : E) : Prop :=
  L2 v = ((l : ℂ) * ((l : ℂ) + 1)) • v
```

`IsChannel L2 l v` says $L^2v=l(l+1)v$. It fixes neither the magnetic quantum number nor the radial function, and $v=0$ is allowed, so a component may be absent.

The eigenvalue determines the label $l$, because
$$l(l+1)-m(m+1)=(l-m)(l+m+1)$$
and the last factor is positive. Lean passes to natural numbers and rules out $l<m$ and $l>m$ with `nlinarith`.

```lean
/-- Different angular momenta `l` give different values of `l (l + 1)`. -/
theorem channel_value_injective {l m : ℕ}
    (h : (l : ℂ) * ((l : ℂ) + 1) = (m : ℂ) * ((m : ℂ) + 1)) : l = m := by
  have h' : l * (l + 1) = m * (m + 1) := by exact_mod_cast h
  rcases lt_trichotomy l m with hlt | heq | hgt
  · nlinarith
  · exact heq
  · nlinarith
```

Without the hypothesis that each component lies in its own channel, the labels mean nothing: if $r_1$ had an s part, it could overlap with $d_0$ even for $A=1$.

## $L^2$ is symmetric

Symmetry, `hL`, is the property of an observable that lets $L^2$ move across the inner product. For $u$ in channel $l$ and $v$ in channel $m$,
$$l(l+1)\langle u,v\rangle=\langle L^2u,v\rangle=\langle u,L^2v\rangle=m(m+1)\langle u,v\rangle ,$$
so $\langle u,v\rangle=0$ when $l\ne m$. In the proof, `hL u v` is the middle equality, `simp` extracts the eigenvalues, and `hne` allows division by their difference.

```lean
/-- For a symmetric `L2`, vectors in different channels are orthogonal. -/
theorem channel_orthogonal {L2 : E →ₗ[ℂ] E} (hL : L2.IsSymmetric) {l m : ℕ} {u v : E}
    (hu : IsChannel L2 l u) (hv : IsChannel L2 m v) (hlm : l ≠ m) :
    inner ℂ u v = 0 := by
  unfold IsChannel at hu hv
  -- move `L2` from one side of the inner product to the other
  have h := hL u v
  rw [hu, hv] at h
  simp only [inner_smul_left, inner_smul_right, map_mul, map_add, map_one,
    map_natCast] at h
  have hne : (l : ℂ) * ((l : ℂ) + 1) - (m : ℂ) * ((m : ℂ) + 1) ≠ 0 :=
    fun h0 => hlm (channel_value_injective (sub_eq_zero.mp h0))
  refine (mul_eq_zero.mp ?_).resolve_left hne
  linear_combination h
```

Having the right eigenvalues is not enough. The matrix with rows $(0,2)$ and $(0,2)$ has eigenvectors $(1,0)$ and $(1,1)$ for the eigenvalues 0 and 2, and their inner product is 1.

## $A$ commutes with $L^2$

A spherically symmetric potential satisfies this condition, `hA`; a dipole operator does not. For $v$ in channel $m$,
$$L^2(Av)=A(L^2v)=m(m+1)Av ,$$
so $Av$ stays in channel $m$. Orthogonality then gives $\langle u,Av\rangle=0$ for $u$ in any channel $l\neq m$. $A$ itself need not be symmetric.

```lean
/-- An operator that commutes with `L2` maps every channel into itself. -/
theorem channel_preserved {L2 A : E →ₗ[ℂ] E} (hA : ∀ v, A (L2 v) = L2 (A v))
    {l : ℕ} {v : E} (hv : IsChannel L2 l v) : IsChannel L2 l (A v) := by
  unfold IsChannel at hv ⊢
  rw [← hA, hv, map_smul]

/-- Selection rule: if `L2` is symmetric and `A` commutes with it, then `A` has no matrix
element between different channels. -/
theorem selection_rule {L2 A : E →ₗ[ℂ] E} (hL : L2.IsSymmetric)
    (hA : ∀ v, A (L2 v) = L2 (A v)) {l m : ℕ} {u v : E}
    (hu : IsChannel L2 l u) (hv : IsChannel L2 m v) (hlm : l ≠ m) :
    inner ℂ u (A v) = 0 :=
  channel_orthogonal hL hu (channel_preserved hA hv) hlm
```

## Both expansions are finite

By linearity,
$$\langle d,Ar\rangle=\sum_{l\le l_{\max}}\sum_{m\le M}\langle d_l,Ar_m\rangle ,$$
and the selection rule leaves only $m=l$, which requires that $l$ exceed neither cutoff. Lean proves this for arbitrary finite channel sets `S` and `T`: at fixed `l`, `split_ifs` separates the case where one term survives from the case where none does.

```lean
/-- For symmetric `L2` and `A` commuting with it, the cross term between a sum over the
channels in `S` and a sum over the channels in `T` reduces to the common channels. -/
theorem cross_term_common_channels {L2 A : E →ₗ[ℂ] E} (hL : L2.IsSymmetric)
    (hA : ∀ v, A (L2 v) = L2 (A v)) (S T : Finset ℕ) (d r : ℕ → E)
    (hd : ∀ l ∈ S, IsChannel L2 l (d l)) (hr : ∀ l ∈ T, IsChannel L2 l (r l)) :
    inner ℂ (∑ l ∈ S, d l) (A (∑ l ∈ T, r l)) =
      ∑ l ∈ S ∩ T, inner ℂ (d l) (A (r l)) := by
  rw [map_sum, sum_inner, ← Finset.filter_mem_eq_inter, Finset.sum_filter]
  refine Finset.sum_congr rfl fun l hl => ?_
  rw [inner_sum]
  -- at fixed `l` only the term with the same angular momentum can survive
  split_ifs with h
  · exact Finset.sum_eq_single_of_mem l h fun m hm hne =>
      selection_rule hL hA (hd l hl) (hr m hm) hne.symm
  · refine Finset.sum_eq_zero fun m hm => selection_rule hL hA (hd l hl) (hr m hm) ?_
    rintro rfl
    exact h hm
```

The cutoffs enter as `range (lmax + 1)`, which is $0,\dots,l_{\max}$, and `omega` identifies the intersection.

```lean
/-- Let `L2` be symmetric and let `A` commute with it. The cross term of `d`, with channels
up to `lmax`, and `r`, with channels up to `M`, is the sum of the channel-diagonal terms
up to the smaller of the two cutoffs. -/
theorem cross_term_truncation {L2 A : E →ₗ[ℂ] E} (hL : L2.IsSymmetric)
    (hA : ∀ v, A (L2 v) = L2 (A v)) (lmax M : ℕ) (d r : ℕ → E)
    (hd : ∀ l ≤ lmax, IsChannel L2 l (d l)) (hr : ∀ l ≤ M, IsChannel L2 l (r l)) :
    inner ℂ (∑ l ∈ range (lmax + 1), d l) (A (∑ l ∈ range (M + 1), r l)) =
      ∑ l ∈ range (min lmax M + 1), inner ℂ (d l) (A (r l)) := by
  rw [cross_term_common_channels hL hA _ _ d r
    (fun l hl => hd l (Nat.lt_succ_iff.mp (mem_range.mp hl)))
    (fun l hl => hr l (Nat.lt_succ_iff.mp (mem_range.mp hl)))]
  refine Finset.sum_congr ?_ fun _ _ => rfl
  ext l
  simp only [mem_inter, mem_range]
  omega
```

With only channels $l_{\max}<l\le M$ in the residual, the intersection is empty.

```lean
/-- For symmetric `L2` and `A` commuting with it, a residual made of channels above `lmax`
has zero cross term with a sum of channels up to `lmax`. -/
theorem high_residual_cross_term {L2 A : E →ₗ[ℂ] E} (hL : L2.IsSymmetric)
    (hA : ∀ v, A (L2 v) = L2 (A v)) (lmax M : ℕ) (d r : ℕ → E)
    (hd : ∀ l ≤ lmax, IsChannel L2 l (d l))
    (hr : ∀ l ∈ Ioc lmax M, IsChannel L2 l (r l)) :
    inner ℂ (∑ l ∈ range (lmax + 1), d l) (A (∑ l ∈ Ioc lmax M, r l)) = 0 := by
  rw [cross_term_common_channels hL hA _ _ d r
    (fun l hl => hd l (Nat.lt_succ_iff.mp (mem_range.mp hl))) hr]
  refine Finset.sum_eq_zero fun l hl => ?_
  simp only [mem_inter, mem_range, mem_Ioc] at hl
  omega
```

Applying the formula to $\psi=\sum_{l\le M}\psi_l$ on both sides, with $l_{\max}\le M$, splits $\langle\psi,A\psi\rangle$ into its truncated value and the diagonal terms of the omitted channels. Cutting $\psi$ itself at $l_{\max}$ can therefore change this quantity, which is the expectation value when $\psi$ is normalised. PAW does not make that cut: it truncates only the correction $d$, and the smooth wavefunction keeps its channels above $l_{\max}$.

```lean
/-- Let `L2` be symmetric, let `A` commute with it, and let `lmax ≤ M`. For a partial-wave
sum up to `M`, the quadratic form of `A` is its value for the sum cut at `lmax` plus the
channel-diagonal terms of the omitted channels. -/
theorem quadratic_form_truncation {L2 A : E →ₗ[ℂ] E} (hL : L2.IsSymmetric)
    (hA : ∀ v, A (L2 v) = L2 (A v)) {lmax M : ℕ} (hM : lmax ≤ M) (ψ : ℕ → E)
    (hψ : ∀ l ≤ M, IsChannel L2 l (ψ l)) :
    inner ℂ (∑ l ∈ range (M + 1), ψ l) (A (∑ l ∈ range (M + 1), ψ l)) =
      inner ℂ (∑ l ∈ range (lmax + 1), ψ l) (A (∑ l ∈ range (lmax + 1), ψ l)) +
        ∑ l ∈ Ioc lmax M, inner ℂ (ψ l) (A (ψ l)) := by
  have hlow : ∀ l ≤ lmax, IsChannel L2 l (ψ l) := fun l hl => hψ l (hl.trans hM)
  rw [cross_term_truncation hL hA M M ψ ψ hψ hψ,
    cross_term_truncation hL hA lmax lmax ψ ψ hlow hlow, min_self, min_self]
  -- split the channels up to `M` into kept and omitted ones
  have hdisj : Disjoint (range (lmax + 1)) (Ioc lmax M) := by
    rw [Finset.disjoint_left]
    intro l h1 h2
    simp only [mem_range, mem_Ioc] at h1 h2
    omega
  rw [← Finset.sum_union hdisj]
  refine Finset.sum_congr ?_ fun _ _ => rfl
  ext l
  simp only [mem_union, mem_range, mem_Ioc]
  omega
```

A real residual generally has infinitely many channels. Passing to $M\to\infty$ needs convergence of the series and control of $A$ in the limit; continuity of $A$ suffices.

## Coupling two p functions, and coupling s to p

Take an orthonormal basis of one s and two p functions, the latter read as two radial functions with the same magnetic quantum number.

```lean
/-- The operator on three-component complex vectors given by a matrix. -/
def matOp (B : Matrix (Fin 3) (Fin 3) ℂ) :
    EuclideanSpace ℂ (Fin 3) →ₗ[ℂ] EuclideanSpace ℂ (Fin 3) where
  toFun x := WithLp.toLp 2 (B.mulVec x.ofLp)
  map_add' x y := by ext i; simp [Matrix.mulVec_add]
  map_smul' c x := by ext i; simp [Matrix.mulVec_smul]

/-- The squared angular momentum in a basis of one s function and two p functions. -/
def sppL2 : EuclideanSpace ℂ (Fin 3) →ₗ[ℂ] EuclideanSpace ℂ (Fin 3) :=
  matOp !![0, 0, 0; 0, 2, 0; 0, 0, 2]

/-- The operator that keeps the s function and exchanges the two p functions. -/
def radialCoupling : EuclideanSpace ℂ (Fin 3) →ₗ[ℂ] EuclideanSpace ℂ (Fin 3) :=
  matOp !![1, 0, 0; 0, 0, 1; 0, 1, 0]

/-- The operator that exchanges the s function and the first p function and annihilates
the second p function. -/
def spCoupling : EuclideanSpace ℂ (Fin 3) →ₗ[ℂ] EuclideanSpace ℂ (Fin 3) :=
  matOp !![0, 1, 0; 1, 0, 0; 0, 0, 0]
```

`radialCoupling` exchanges the p functions. It meets the hypotheses and gives a cross term of 1, so terms within a common channel need not vanish.

```lean
/-- In the s, p, p basis `sppL2` is symmetric and commutes with `radialCoupling`, the basis
vectors lie in the channels 0, 1, 1, and the cross term of the two p functions is 1. -/
theorem cross_term_witness :
    sppL2.IsSymmetric ∧ (∀ v, radialCoupling (sppL2 v) = sppL2 (radialCoupling v)) ∧
      IsChannel sppL2 0 !₂[(1 : ℂ), 0, 0] ∧ IsChannel sppL2 1 !₂[(0 : ℂ), 1, 0] ∧
      IsChannel sppL2 1 !₂[(0 : ℂ), 0, 1] ∧
      inner ℂ !₂[(0 : ℂ), 1, 0] (radialCoupling !₂[(0 : ℂ), 0, 1]) = 1 := by
  refine ⟨?_, ?_, ?_, ?_, ?_, ?_⟩
  · intro x y
    have h2 : (starRingEnd ℂ) 2 = 2 := map_ofNat _ 2
    simp [sppL2, matOp, PiLp.inner_apply, dotProduct, Fin.sum_univ_three]
    rw [h2]
    ring
  · intro v
    ext i
    fin_cases i <;>
      simp [sppL2, radialCoupling, matOp, dotProduct, Fin.sum_univ_three]
  -- the three basis vectors are eigenvectors of `sppL2`
  iterate 3
    · unfold IsChannel
      ext i
      fin_cases i <;>
        simp [sppL2, matOp, dotProduct, Fin.sum_univ_three, one_add_one_eq_two]
  · rw [PiLp.inner_apply, Fin.sum_univ_three]
    simp [radialCoupling, matOp, dotProduct, Fin.sum_univ_three]
```

`spCoupling` exchanges s with the first p function. Its matrix is Hermitian, yet its cross term between channels 0 and 1 is 1, so symmetry of $A$ does not replace commutation. The proof computes this value first; if the operator commuted with `sppL2`, `selection_rule` would make it zero.

```lean
/-- The operator `spCoupling` does not commute with `sppL2`, and its cross term between the
s function and the first p function is 1. -/
theorem noncommuting_cross_term :
    (¬ ∀ v, spCoupling (sppL2 v) = sppL2 (spCoupling v)) ∧
      inner ℂ !₂[(1 : ℂ), 0, 0] (spCoupling !₂[(0 : ℂ), 1, 0]) = 1 := by
  have h1 : inner ℂ !₂[(1 : ℂ), 0, 0] (spCoupling !₂[(0 : ℂ), 1, 0]) = 1 := by
    rw [PiLp.inner_apply, Fin.sum_univ_three]
    simp [spCoupling, matOp, dotProduct, Fin.sum_univ_three]
  refine ⟨fun h => ?_, h1⟩
  -- commutation would force this cross term to vanish
  obtain ⟨hL, -, hs, hp, -, -⟩ := cross_term_witness
  have h0 := selection_rule hL h hs hp (by norm_num)
  rw [h1] at h0
  exact one_ne_zero h0

end

end PAWChannelTruncation
```

```lean
#print axioms PAWChannelTruncation.cross_term_truncation
#print axioms PAWChannelTruncation.high_residual_cross_term
#print axioms PAWChannelTruncation.quadratic_form_truncation
#print axioms PAWChannelTruncation.noncommuting_cross_term
```

```
'PAWChannelTruncation.cross_term_truncation' depends on axioms: [propext, Classical.choice, Quot.sound]
'PAWChannelTruncation.high_residual_cross_term' depends on axioms: [propext, Classical.choice, Quot.sound]
'PAWChannelTruncation.quadratic_form_truncation' depends on axioms: [propext, Classical.choice, Quot.sound]
'PAWChannelTruncation.noncommuting_cross_term' depends on axioms: [propext, Classical.choice, Quot.sound]
```
